# The first-order change of the Bose factor under a shift of its reduced energy

The Bose factor at reduced energy `x` is n(x) = 1/(eˣ − 1). The lemma `bose_hasDerivAt` says that, for `x > 0` and any fixed real `φ`, the function ε ↦ n(x − εφ) has derivative n(x)(n(x) + 1)φ at ε = 0. It concerns a single real energy variable, with no sum over modes and no equation of motion. The attempt differentiates the shifted energy, then the exponential, then the reciprocal, which requires the denominator to be nonzero at ε = 0, and finally matches the result to the stated form using n + 1 = eˣn.

This version doesn't compile in Lean 4 with Mathlib:

```lean
import Mathlib

open Matrix

namespace PhononBoltzmann

noncomputable section

/-- The Bose factor `1 / (exp x - 1)` at reduced energy `x`, for `x ≠ 0`. -/
def bose (x : ℝ) : ℝ := (Real.exp x - 1)⁻¹

/-- At positive energy the Bose factor is positive and satisfies `n + 1 = exp x * n`. -/
theorem bose_pos_and_add_one {x : ℝ} (hx : 0 < x) :
    0 < bose x ∧ bose x + 1 = Real.exp x * bose x := by
  have h : 0 < Real.exp x - 1 := by linarith [Real.add_one_lt_exp hx.ne']
  refine ⟨inv_pos.2 h, ?_⟩
  have h1 : (Real.exp x - 1) * bose x = 1 := mul_inv_cancel₀ h.ne'
  linear_combination -h1

/-- Shifting `x` to `x - ε φ` changes the Bose factor at the initial rate `n (n + 1) φ`. -/
theorem bose_hasDerivAt {x : ℝ} (hx : 0 < x) (φ : ℝ) :
    HasDerivAt (fun ε : ℝ => bose (x - ε * φ)) (bose x * (bose x + 1) * φ) 0 := by
  have h1 : HasDerivAt (fun ε : ℝ => x - ε * φ) (-φ) 0 :=
    (((hasDerivAt_id' (0 : ℝ)).mul_const φ).const_sub x).congr_deriv (by ring)
  have hne : Real.exp (x - 0 * φ) - 1 ≠ 0 := by
    rw [zero_mul, sub_zero]
    linarith [Real.add_one_lt_exp hx.ne'] |> fun h : 0 < Real.exp x - 1 => h.ne'
  refine ((h1.exp.sub_const 1).inv hne).congr_deriv ?_
  rw [(bose_pos_and_add_one hx).2]
  simp only [zero_mul, sub_zero, bose]
  rw [div_eq_mul_inv, ← inv_pow]
  ring

end

end PhononBoltzmann
```

Compiling this gives:

```
Main.lean:25:45: error: Type mismatch
  (fun h => LT.lt.ne' h) ?m.121
has type
  Real.exp x - 1 ≠ 0
but is expected to have type
  Real.exp (x - 0 * φ) - 1 ≠ 0
Main.lean:26:8: error: Tactic `rewrite` failed: Did not find an occurrence of the pattern
  0 * ?a
in the target expression
  0 < Real.exp x - 1

x : ℝ
hx : 0 < x
φ : ℝ
h1 : HasDerivAt (fun ε => x - ε * φ) (-φ) 0
⊢ 0 < Real.exp x - 1
```

What went wrong. Both errors come from how Lean parses `|>` in the proof of `hne`. The operator does not apply to the `linarith` call alone: it takes the whole `by` block, `rw` included, as the argument of the function that follows.

That function expects a proof of `0 < Real.exp x - 1`, so this becomes the block's goal. It contains no product with zero, and `rw [zero_mul, sub_zero]` fails at `zero_mul`. The function's result, `Real.exp x - 1 ≠ 0`, is then offered directly as `hne`, whose statement still has `x - 0 * φ` in the exponent. The rewrite meant to remove that difference is inside the argument and cannot act on the outer statement, hence the type mismatch.

The repair proves the positivity first, as a separate fact `h` with its own `by` block. With `|>` gone, `rw` acts on the statement of `hne` and turns it into `Real.exp x - 1 ≠ 0`, which `exact h.ne'` proves.

This version goes through:

```diff
@@ -24,6 +24,7 @@
     (((hasDerivAt_id' (0 : ℝ)).mul_const φ).const_sub x).congr_deriv (by ring)
   have hne : Real.exp (x - 0 * φ) - 1 ≠ 0 := by
+    have h : 0 < Real.exp x - 1 := by linarith [Real.add_one_lt_exp hx.ne']
     rw [zero_mul, sub_zero]
-    linarith [Real.add_one_lt_exp hx.ne'] |> fun h : 0 < Real.exp x - 1 => h.ne'
+    exact h.ne'
   refine ((h1.exp.sub_const 1).inv hne).congr_deriv ?_
   rw [(bose_pos_and_add_one hx).2]
```
